# For a fixed number of nuclei of equal spin and a fixed total coupling, equal couplings minimize the hyperfine second moment

## Nuclear levels, couplings and the second moment

Let one electron spin couple to $N$ nuclei, all of spin $I=n/2$ with $n$ a natural number. The level $j\in\{0,\dots,n\}$ of a nucleus has magnetic quantum number $m_j=j-n/2$. The couplings are real numbers $a_k$ with $k=0,\dots,N-1$, given in the units of the line position (frequency or field), and their sum is the total coupling $A=\sum_k a_k$.

A configuration $c$ assigns a level $c_k$ to each nucleus. To first order, and up to an overall sign that does not affect the squares, it shifts the electron line by

$$s(c)=\sum_k a_k\,m_{c_k}.$$

The second moment $M$ is the average of $s(c)^2$ over all $(n+1)^N$ configurations, with equal weights. This describes unpolarized nuclei, whose level splittings are small compared with the thermal energy. We abbreviate

$$\kappa=\frac{I(I+1)}{3}=\frac{n(n+2)}{12},$$

so that $\kappa=1/4$ for spin one-half.

## Why the total coupling is held fixed

When the individual hyperfine lines overlap, the spread of the shifts appears as a width, and $\sqrt M$ measures it. Holding $A$ fixed stands for sharing out one unpaired electron: if every site holds exactly one of the nuclei, each coupling is the spin population of its site times a common constant, and the populations sum to one, then $A$ equals that constant however the electron is distributed. In this first-order model with independent, unpolarized nuclei, the result says how far delocalization over a given number of nuclei can reduce the root-mean-square width of an unresolved electron spin resonance line.

## The bound and its equality case

The second moment is $M=\kappa\sum_k a_k^2$, and it satisfies

$$N M\ \ge\ \kappa A^2 .$$

For $n>0$, equality holds if and only if all couplings are equal. For $N+1$ nuclei of spin one-half this becomes

$$M\ge\frac{A^2}{4(N+1)},$$

with the same equality case. Equal sharing then gives the root-mean-square width $|A|/(2\sqrt{N+1})$. If all couplings are non-negative, there is also an upper bound, $M\le\kappa A^2$.

In Lean, the couplings are a function `a : Fin N → ℝ`, a configuration is a function `c : Fin N → Fin (n + 1)`, and `proj`, `shift` and `secondMoment` are $m_j$, $s(c)$ and $M$. The argument `n` is twice the nuclear spin. The main theorem, `uniform_delocalization_minimizes`, states the bound multiplied by $N$ and expresses equal couplings as `∀ j k, a j = a k`. It includes $N=0$, where both sides vanish. The spin-half theorems divide by the number of nuclei and therefore take `N + 1` of them.

The hypothesis `0 < n` serves the equality case: nuclei of spin zero give $M=0$ for any couplings, equal or not. The upper bound needs some restriction on signs, since for $n>0$ the couplings $1$ and $-1$ have $A=0$ but $M>0$.

The model has a single nuclear spin value, no second-order shifts, no polarization and no other source of broadening. It concerns the second moment, not the line shape or the width at half height.

## The levels of one nucleus

The quantum numbers sum to zero:

$$\sum_{j=0}^{n}\Big(j-\frac n2\Big)=\frac{n(n+1)}2-(n+1)\frac n2=0.$$

Their squares sum to

$$\sum_{j=0}^{n}\Big(j-\frac n2\Big)^2=\frac{n(n+1)(2n+1)}6-\frac{n^2(n+1)}2+\frac{(n+1)n^2}4=(n+1)\,\kappa .$$

## Adding one nucleus at a time

With no nuclei, the shift is zero. For $N+1$ nuclei, separate nucleus $0$ and write the shift as $a_0m_j+s'(c)$, where $s'(c)$ comes from the other $N$. Suppose that $\sum_c s'(c)=0$. Then

$$\sum_{j,c}\big(a_0m_j+s'(c)\big)=(n+1)^N a_0\sum_j m_j+(n+1)\sum_c s'(c)=0,$$

so by induction the mean shift vanishes for every number of nuclei. For the squares,

$$\sum_{j,c}\big(a_0m_j+s'(c)\big)^2=(n+1)^N a_0^2\sum_j m_j^2+2a_0\sum_j m_j\sum_c s'(c)+(n+1)\sum_c s'(c)^2 .$$

The middle term is zero. Dividing by $(n+1)^{N+1}$ shows that the new nucleus adds $\kappa a_0^2$ to the second moment of the others. Hence $M=\kappa\sum_k a_k^2$.

## Squared differences between couplings

Expanding the square gives

$$D:=\sum_{j,k}(a_j-a_k)^2=2N\sum_k a_k^2-2A^2 ,$$

where $j$ now labels nuclei. Multiplying $M=\kappa\sum_k a_k^2$ by $N$ and inserting this,

$$N M=\kappa\Big(A^2+\frac D2\Big).$$

Since $D\ge0$ and $\kappa\ge0$, the bound follows. If $\kappa>0$, equality means $D=0$. A sum of squares vanishes only when each square does, so $a_j=a_k$ for all $j,k$. Conversely, equal couplings give $D=0$.

For $N+1$ nuclei of spin one-half, put $\kappa=1/4$ and divide by $N+1$. With $a_k=A/(N+1)$ for every $k$,

$$M=\frac14(N+1)\frac{A^2}{(N+1)^2}=\frac{A^2}{4(N+1)},$$

and the square root is the stated width. For the upper bound, non-negative couplings satisfy $a_k\le A$, hence $a_k^2\le a_kA$. Summing over $k$ gives $\sum_k a_k^2\le A^2$. A single nucleus carrying all of $A$ reaches this value.

## The Lean file

```lean
import Mathlib

open Finset

namespace HyperfineDelocalization

noncomputable section

/-- The magnetic quantum number `m = j - n/2` of level `j = 0, ..., n` of a nucleus
with spin `n/2`. -/
def proj (n : ℕ) (j : Fin (n + 1)) : ℝ := ((j : ℕ) : ℝ) - n / 2

/-- The first-order hyperfine shift `∑ a_k m_k` of the electron line in the nuclear
configuration `c`. -/
def shift (n : ℕ) {N : ℕ} (a : Fin N → ℝ) (c : Fin N → Fin (n + 1)) : ℝ :=
  ∑ k, a k * proj n (c k)

/-- The second moment of the unresolved hyperfine line: the average of the squared shift
over all `(n + 1) ^ N` configurations of `N` nuclei with spin `n/2`. -/
def secondMoment (n : ℕ) {N : ℕ} (a : Fin N → ℝ) : ℝ :=
  (∑ c : Fin N → Fin (n + 1), shift n a c ^ 2) / ((n : ℝ) + 1) ^ N

/-- The magnetic quantum numbers of one nucleus sum to zero. -/
theorem sum_proj (n : ℕ) : ∑ j, proj n j = 0 := by
  have h : ∀ (x : ℝ) (r : ℕ),
      ∑ j ∈ range r, ((j : ℝ) - x) = r * (r - 1) / 2 - r * x := by
    intro x r
    induction r with
    | zero => simp
    | succ r ih => rw [sum_range_succ, ih]; push_cast; ring
  refine (Fin.sum_univ_eq_sum_range (fun j : ℕ => (j : ℝ) - n / 2) (n + 1)).trans ?_
  rw [h]; push_cast; ring

/-- The squared magnetic quantum numbers of a spin `I = n/2` sum to
`(2I + 1) I (I + 1) / 3`, written here in terms of `n`. -/
theorem sum_proj_sq (n : ℕ) :
    ∑ j, proj n j ^ 2 = ((n : ℝ) + 1) * (n * (n + 2) / 12) := by
  have h : ∀ (x : ℝ) (r : ℕ), ∑ j ∈ range r, ((j : ℝ) - x) ^ 2
      = r * (r - 1) * (2 * r - 1) / 6 - x * (r * (r - 1)) + r * x ^ 2 := by
    intro x r
    induction r with
    | zero => simp
    | succ r ih => rw [sum_range_succ, ih]; push_cast; ring
  refine (Fin.sum_univ_eq_sum_range
    (fun j : ℕ => ((j : ℝ) - n / 2) ^ 2) (n + 1)).trans ?_
  rw [h]; push_cast; ring

/-- A sum over configurations of `N + 1` nuclei is a sum over the levels of the first
nucleus and the configurations of the others. -/
theorem sum_configurations (n N : ℕ) (F : (Fin (N + 1) → Fin (n + 1)) → ℝ) :
    ∑ c, F c = ∑ j : Fin (n + 1), ∑ c : Fin N → Fin (n + 1), F (Fin.cons j c) :=
  (Equiv.sum_comp (Fin.consEquiv (fun _ : Fin (N + 1) => Fin (n + 1))) F).symm.trans
    (Fintype.sum_prod_type _)

/-- The second moment equals `I (I + 1) / 3` times the sum of the squared couplings,
where `I = n/2` is the nuclear spin. -/
theorem secondMoment_eq (n : ℕ) {N : ℕ} (a : Fin N → ℝ) :
    secondMoment n a = (n : ℝ) * (n + 2) / 12 * ∑ k, a k ^ 2 := by
  have hcons : ∀ (M : ℕ) (b : Fin (M + 1) → ℝ) (j : Fin (n + 1))
      (c : Fin M → Fin (n + 1)), shift n b (Fin.cons j c)
        = b 0 * proj n j + shift n (fun k => b k.succ) c := by
    intro M b j c
    simp [shift, Fin.sum_univ_succ]
  -- the mean shift vanishes
  have hmean : ∀ (M : ℕ) (b : Fin M → ℝ),
      ∑ c : Fin M → Fin (n + 1), shift n b c = 0 := by
    intro M
    induction M with
    | zero => intro b; simp [shift]
    | succ M ih =>
      intro b
      rw [sum_configurations]
      simp only [hcons, sum_add_distrib, ih, sum_const, add_zero,
        ← smul_sum, ← mul_sum, sum_proj, mul_zero, smul_zero]
  -- hence each further nucleus adds its own variance, without a cross term
  have hsq : ∀ (M : ℕ) (b : Fin M → ℝ), ∑ c : Fin M → Fin (n + 1), shift n b c ^ 2
      = ((n : ℝ) + 1) ^ M * ((n : ℝ) * (n + 2) / 12 * ∑ k, b k ^ 2) := by
    intro M
    induction M with
    | zero => intro b; simp [shift]
    | succ M ih =>
      intro b
      have hj : ∀ j : Fin (n + 1), ∑ c : Fin M → Fin (n + 1),
          (b 0 * proj n j + shift n (fun k => b k.succ) c) ^ 2
          = ((n : ℝ) + 1) ^ M * b 0 ^ 2 * proj n j ^ 2
            + ((n : ℝ) + 1) ^ M * ((n : ℝ) * (n + 2) / 12 * ∑ k : Fin M, b k.succ ^ 2) := by
        intro j
        simp only [add_sq, sum_add_distrib, ← mul_sum, hmean, ih, sum_const,
          card_univ, Fintype.card_fun, Fintype.card_fin, nsmul_eq_mul]
        push_cast
        ring
      rw [sum_configurations]
      simp only [hcons, hj]
      rw [sum_add_distrib, ← mul_sum, sum_proj_sq, sum_const, card_univ,
        Fintype.card_fin, nsmul_eq_mul, Fin.sum_univ_succ (fun k => b k ^ 2)]
      push_cast
      ring
  unfold secondMoment
  rw [hsq, div_eq_iff (by positivity)]
  ring

/-- `N` times the second moment splits exactly into a part fixed by the total coupling
and a part made of the squared differences between the couplings. -/
theorem secondMoment_decomposition (n : ℕ) {N : ℕ} (a : Fin N → ℝ) :
    (N : ℝ) * secondMoment n a = (n : ℝ) * (n + 2) / 12 *
      ((∑ k, a k) ^ 2 + (∑ j, ∑ k, (a j - a k) ^ 2) / 2) := by
  have h : ∑ j, ∑ k, (a j - a k) ^ 2
      = 2 * N * ∑ k, a k ^ 2 - 2 * (∑ k, a k) ^ 2 := by
    simp only [sub_sq, sum_add_distrib, sum_sub_distrib, ← mul_sum, ← sum_mul,
      sum_const, card_univ, Fintype.card_fin, nsmul_eq_mul]
    ring
  rw [secondMoment_eq, h]
  ring

/-- For `N` nuclei of equal nonzero spin `I = n/2` and total coupling `A`, the second moment
times `N` is at least `I (I + 1) A² / 3`, with equality if and only if all couplings
are equal. -/
theorem uniform_delocalization_minimizes (n : ℕ) (hn : 0 < n) {N : ℕ} (a : Fin N → ℝ) :
    (n : ℝ) * (n + 2) / 12 * (∑ k, a k) ^ 2 ≤ N * secondMoment n a ∧
    (N * secondMoment n a = (n : ℝ) * (n + 2) / 12 * (∑ k, a k) ^ 2 ↔
      ∀ j k, a j = a k) := by
  have hid := secondMoment_decomposition n a
  have hn' : (0 : ℝ) < n := by exact_mod_cast hn
  have hc : (0 : ℝ) < (n : ℝ) * (n + 2) / 12 := by positivity
  have hD : 0 ≤ ∑ j, ∑ k, (a j - a k) ^ 2 :=
    sum_nonneg fun j _ => sum_nonneg fun k _ => sq_nonneg _
  refine ⟨?_, ?_, ?_⟩
  · rw [hid]
    exact mul_le_mul_of_nonneg_left (by linarith) hc.le
  · -- equality forces every squared difference to vanish
    intro heq j k
    have h0 : (n : ℝ) * (n + 2) / 12 * ∑ j, ∑ k, (a j - a k) ^ 2 = 0 := by
      linear_combination 2 * heq - 2 * hid
    have h1 := (mul_eq_zero.mp h0).resolve_left hc.ne'
    have h2 := (sum_eq_zero_iff_of_nonneg
      (fun j _ => sum_nonneg fun k _ => sq_nonneg (a j - a k))).mp h1 j (mem_univ j)
    have h3 := (sum_eq_zero_iff_of_nonneg
      (fun k _ => sq_nonneg (a j - a k))).mp h2 k (mem_univ k)
    exact sub_eq_zero.mp (pow_eq_zero_iff two_ne_zero |>.mp h3)
  · intro h
    have h0 : ∑ j, ∑ k, (a j - a k) ^ 2 = 0 :=
      sum_eq_zero fun j _ => sum_eq_zero fun k _ => by rw [h j k]; ring
    rw [hid, h0]
    ring

/-- For `N + 1` nuclei of spin one-half with total coupling `A`, the second moment is at least
`A² / (4 (N + 1))`, with equality if and only if all couplings are equal. -/
theorem spin_half_bound {N : ℕ} (a : Fin (N + 1) → ℝ) :
    (∑ k, a k) ^ 2 / (4 * ((N : ℝ) + 1)) ≤ secondMoment 1 a ∧
    (secondMoment 1 a = (∑ k, a k) ^ 2 / (4 * ((N : ℝ) + 1)) ↔ ∀ j k, a j = a k) := by
  obtain ⟨h1, h2⟩ := uniform_delocalization_minimizes 1 one_pos a
  push_cast at h1 h2
  constructor
  · rw [div_le_iff₀ (by positivity)]
    linarith
  · refine Iff.trans ?_ h2
    rw [eq_div_iff (by positivity)]
    constructor <;> intro h <;> linarith

/-- A total coupling `A` shared equally by `N + 1` nuclei of spin one-half gives the
root-mean-square hyperfine width `|A| / (2 √(N + 1))`. -/
theorem uniform_rms_width (N : ℕ) (A : ℝ) :
    √(secondMoment 1 (fun _ : Fin (N + 1) => A / ((N : ℝ) + 1)))
      = |A| / (2 * √((N : ℝ) + 1)) := by
  have hr : (|A| / (2 * √((N : ℝ) + 1))) ^ 2 = A ^ 2 / (4 * ((N : ℝ) + 1)) := by
    rw [div_pow, mul_pow, Real.sq_sqrt (by positivity), sq_abs]
    norm_num
  have h : secondMoment 1 (fun _ : Fin (N + 1) => A / ((N : ℝ) + 1))
      = A ^ 2 / (4 * ((N : ℝ) + 1)) := by
    have hN : (N : ℝ) + 1 ≠ 0 := by positivity
    rw [secondMoment_eq]
    simp only [sum_const, card_univ, Fintype.card_fin, nsmul_eq_mul]
    push_cast
    field_simp
    ring
  rw [h, ← hr, Real.sqrt_sq (by positivity)]

/-- For non-negative couplings with sum `A` to nuclei of spin `I = n/2`, the second moment is
at most `I (I + 1) A² / 3`. -/
theorem secondMoment_le_localized (n : ℕ) {N : ℕ} (a : Fin N → ℝ) (ha : ∀ k, 0 ≤ a k) :
    secondMoment n a ≤ (n : ℝ) * (n + 2) / 12 * (∑ k, a k) ^ 2 := by
  rw [secondMoment_eq]
  refine mul_le_mul_of_nonneg_left ?_ (by positivity)
  rw [sq (∑ k, a k), sum_mul]
  refine sum_le_sum fun k _ => ?_
  -- no single coupling exceeds the total
  have hk : a k ≤ ∑ i, a i := single_le_sum (fun i _ => ha i) (mem_univ k)
  rw [sq]
  exact mul_le_mul_of_nonneg_left hk (ha k)

end

end HyperfineDelocalization
```

```lean
#print axioms HyperfineDelocalization.secondMoment_eq
#print axioms HyperfineDelocalization.spin_half_bound
#print axioms HyperfineDelocalization.uniform_rms_width
#print axioms HyperfineDelocalization.secondMoment_le_localized
```

```
'HyperfineDelocalization.secondMoment_eq' depends on axioms: [propext, Classical.choice, Quot.sound]
'HyperfineDelocalization.spin_half_bound' depends on axioms: [propext, Classical.choice, Quot.sound]
'HyperfineDelocalization.uniform_rms_width' depends on axioms: [propext, Classical.choice, Quot.sound]
'HyperfineDelocalization.secondMoment_le_localized' depends on axioms: [propext, Classical.choice, Quot.sound]
```

## From level sums to the second moment

`sum_proj` and `sum_proj_sq` are the two sums over the levels of one nucleus. Each first proves a formula for an arbitrary offset `x` and an arbitrary number `r` of terms. The offset has to stay fixed while the induction on `r` runs, and only afterwards are `x` set to $n/2$ and `r` to $n+1$.

`sum_configurations` separates nucleus $0$ from the rest. It uses the correspondence between a configuration of $N+1$ nuclei and a pair consisting of one level and a configuration of $N$ nuclei, which `Fin.cons` joins together.

`secondMoment_eq` carries out the induction over nuclei. In its proof the Lean variable `M` is a number of nuclei, not the second moment. Inside it, `hcons` splits the shift into $a_0m_j+s'(c)$, `hmean` shows that the mean shift vanishes, and `hsq` computes the sum of squares. Both inductions are stated for all couplings `b`, so that the induction hypothesis applies to the remaining couplings `fun k => b k.succ`. In `hsq`, the intermediate result `hj` sums over the other nuclei at a fixed level `j`; there `add_sq` expands the square and `hmean` removes the cross term. The last lines divide by the number of configurations.

## From the identity to the bounds

`secondMoment_decomposition` is the identity for $NM$. Its `h` expands the double sum $D$, and `ring` collects the terms.

In `uniform_delocalization_minimizes`, `hc` records $\kappa>0$ and `hD` records $D\ge0$. The inequality is the identity with the non-negative term left out. For the equality case, `linear_combination` subtracts the identity from the assumed equality to obtain $\kappa D=0$, and `hc` allows $\kappa$ to be cancelled. Two uses of `sum_eq_zero_iff_of_nonneg`, one for each summation, then reduce $D=0$ to a single vanishing square. The converse substitutes equal couplings into $D$.

`spin_half_bound` sets `n` to 1 and divides by the positive number of nuclei. `uniform_rms_width` computes the second moment for equal sharing in `h`, checks in `hr` that the claimed width has this square, and takes the non-negative root. In `secondMoment_le_localized`, `single_le_sum` supplies $a_k\le A$, and `sum_le_sum` adds up the inequalities $a_k^2\le a_kA$.
